# The Hartree–Fock gradient at a stationary density contains no density derivative

A: Move a nucleus along a coordinate $t$, and suppose that the one-electron matrix $h$, the overlap matrix $S$, the density matrix $P$ and the linear map $G$ that turns a density into its mean field all change differentiably. With $F=h+G(P)$, the electronic energy $E=\mathrm{tr}(hP)+\tfrac12\mathrm{tr}(P\,G(P))$ has the derivative

$$E'=\mathrm{tr}(h'P)+\tfrac12\mathrm{tr}(P\,G'(P))-\mathrm{tr}(PFP\,S'),$$

provided that $PSP=P$ near the point and that, at the point, $FPS=SPF$ and $\mathrm{tr}(A\,G(B))=\mathrm{tr}(B\,G(A))$ for all matrices $A,B$. Primes are derivatives at that point.

Q: What do those three conditions stand for?

A: $PSP=P$ says that the occupied orbitals are orthonormal in the overlap metric, with occupation one. $FPS=SPF$ is the self-consistency condition. The symmetry of $G$ says that density $A$ in the field of $B$ has the same energy as $B$ in the field of $A$.

Q: The density does respond to the displacement. Where does $P'$ go?

A: First differentiate without using self-consistency. Since $(G(P))'=G'(P)+G(P')$,

$$E'=\mathrm{tr}(h'P)+\mathrm{tr}(hP')+\tfrac12\mathrm{tr}(P'G(P))+\tfrac12\mathrm{tr}(P\,G'(P))+\tfrac12\mathrm{tr}(P\,G(P')).$$

By symmetry the last term equals $\tfrac12\mathrm{tr}(P'G(P))$, so the terms in $P'$ add up to $\mathrm{tr}(FP')$. Next differentiate $PSP=P$:

$$P'=P'SP+PS'P+PSP'.$$

Multiply by $F$ and take the trace. By cyclicity and $FPS=SPF$, $\mathrm{tr}(FP'SP)=\mathrm{tr}(SPFP')=\mathrm{tr}(FPSP')$, hence

$$\mathrm{tr}(FP')=2\,\mathrm{tr}(FPSP')+\mathrm{tr}(PFP\,S').$$

Q: That still contains $P'$.

A: Put $PS$ on the left and $SP$ on the right of the differentiated condition. With $PSP=P$ it becomes $PSP'SP=2PSP'SP+PS'P$, so $PSP'SP=-PS'P$. Also $FPS=FPSPS=SPFPS$, and therefore

$$\mathrm{tr}(FPSP')=\mathrm{tr}(SP\,FPSP')=\mathrm{tr}(F\,PSP'SP)=-\mathrm{tr}(PFP\,S').$$

The total is $\mathrm{tr}(FP')=-\mathrm{tr}(PFP\,S')$.

Q: Now the Lean version. What are its matrices?

A: They are real, with rows and columns labelled by a finite type `n`, the basis functions.

```lean
import Mathlib

open Matrix Filter Topology

namespace HartreeFockGradient

variable {n : Type*} [Fintype n]
```

A derivative is taken entry by entry, with respect to one real parameter.

```lean
/-- The matrix function `A` has the matrix `A'` as its entrywise derivative at `t`. -/
def HasEntryDeriv (A : ℝ → Matrix n n ℝ) (A' : Matrix n n ℝ) (t : ℝ) : Prop :=
  ∀ i j, HasDerivAt (fun s => A s i j) (A' i j) t
```

The Fock matrix and the energy are functions of `h`, `G` and `P`. The type of `G` makes it linear in the density.

```lean
/-- The Fock matrix `F = h + G(P)`. -/
def fock (h : Matrix n n ℝ) (G : Matrix n n ℝ →ₗ[ℝ] Matrix n n ℝ) (P : Matrix n n ℝ) :
    Matrix n n ℝ := h + G P

/-- The mean-field energy `E = tr(hP) + tr(P G(P))/2`. -/
noncomputable def energy (h : Matrix n n ℝ) (G : Matrix n n ℝ →ₗ[ℝ] Matrix n n ℝ)
    (P : Matrix n n ℝ) : ℝ := Matrix.trace (h * P) + Matrix.trace (P * G P) / 2
```

Q: Do the calculus rules respect the order of the factors?

A: Yes. The product rule applies the scalar rule to each term of the sum $\sum_k A_{ik}B_{kj}$, and the trace rule sums the diagonal derivatives.

```lean
/-- Product rule for differentiable matrix functions, with the order of factors kept. -/
theorem HasEntryDeriv.mul {A B : ℝ → Matrix n n ℝ} {A' B' : Matrix n n ℝ} {t : ℝ}
    (hA : HasEntryDeriv A A' t) (hB : HasEntryDeriv B B' t) :
    HasEntryDeriv (fun s => A s * B s) (A' * B t + A t * B') t := by
  intro i j
  simp only [Matrix.mul_apply, Matrix.add_apply, ← Finset.sum_add_distrib]
  exact HasDerivAt.fun_sum fun k _ => (hA i k).fun_mul (hB k j)

/-- The derivative of the trace is the trace of the derivative. -/
theorem HasEntryDeriv.trace_deriv {A : ℝ → Matrix n n ℝ} {A' : Matrix n n ℝ} {t : ℝ}
    (hA : HasEntryDeriv A A' t) :
    HasDerivAt (fun s => Matrix.trace (A s)) (Matrix.trace A') t := by
  simp only [Matrix.trace, Matrix.diag_apply]
  exact HasDerivAt.fun_sum fun i _ => hA i i
```

Q: And $G(P)$, where both the map and its argument move?

A: The hypothesis `hG` says only that $G$ applied to each fixed matrix is differentiable. The step `expand` writes $P$ in matrix units, so that each entry of $G(P)$ is a finite sum of products of scalar functions. The ordinary product rule then gives both terms.

```lean
/-- The mean field `G(P)` changes through the interaction and through the density:
its derivative is `G'(P) + G(P')`. -/
theorem meanField_deriv {G : ℝ → Matrix n n ℝ →ₗ[ℝ] Matrix n n ℝ}
    {G' : Matrix n n ℝ →ₗ[ℝ] Matrix n n ℝ} {P : ℝ → Matrix n n ℝ} {P' : Matrix n n ℝ} {t : ℝ}
    (hG : ∀ X, HasEntryDeriv (fun s => G s X) (G' X) t) (hP : HasEntryDeriv P P' t) :
    HasEntryDeriv (fun s => G s (P s)) (G' (P t) + G t P') t := by
  classical
  -- a linear map is fixed by its values on matrix units
  have expand : ∀ (L : Matrix n n ℝ →ₗ[ℝ] Matrix n n ℝ) (X : Matrix n n ℝ) (i j : n),
      L X i j = ∑ k, ∑ l, X k l * L (Matrix.single k l (1 : ℝ)) i j := by
    intro L X i j
    have hX : X = ∑ k, ∑ l, X k l • Matrix.single k l (1 : ℝ) := by
      conv_lhs => rw [Matrix.matrix_eq_sum_single X]
      simp only [Matrix.smul_single, smul_eq_mul, mul_one]
    conv_lhs => rw [hX]
    simp only [map_sum, map_smul, Matrix.sum_apply, Matrix.smul_apply, smul_eq_mul]
  intro i j
  have h1 : HasDerivAt (fun s => ∑ k, ∑ l, P s k l * G s (Matrix.single k l (1 : ℝ)) i j)
      (∑ k, ∑ l, (P' k l * G t (Matrix.single k l (1 : ℝ)) i j
        + P t k l * G' (Matrix.single k l (1 : ℝ)) i j)) t :=
    HasDerivAt.fun_sum fun k _ => HasDerivAt.fun_sum fun l _ => (hP k l).fun_mul (hG _ i j)
  convert h1 using 1
  · funext s
    exact expand (G s) (P s) i j
  · rw [Matrix.add_apply, expand G' (P t) i j, expand (G t) P' i j]
    simp only [Finset.sum_add_distrib]
    ring
```

The next theorem is the first half of the derivation, for any differentiable density. Here `e` is the symmetry of $G$ applied to $P$ and $P'$, and `c` is cyclicity of the trace.

```lean
/-- For `h`, `P` and `G` differentiable at `t` and an interaction symmetric at `t`,
`E' = tr(h'P) + tr(P G'(P))/2 + tr(F P')`. -/
theorem energy_deriv {h P : ℝ → Matrix n n ℝ} {h' P' : Matrix n n ℝ}
    {G : ℝ → Matrix n n ℝ →ₗ[ℝ] Matrix n n ℝ} {G' : Matrix n n ℝ →ₗ[ℝ] Matrix n n ℝ} {t : ℝ}
    (hh : HasEntryDeriv h h' t) (hP : HasEntryDeriv P P' t)
    (hG : ∀ X, HasEntryDeriv (fun s => G s X) (G' X) t)
    (hsym : ∀ A B, Matrix.trace (A * G t B) = Matrix.trace (B * G t A)) :
    HasDerivAt (fun s => energy (h s) (G s) (P s))
      (Matrix.trace (h' * P t) + Matrix.trace (P t * G' (P t)) / 2
        + Matrix.trace (fock (h t) (G t) (P t) * P')) t := by
  have h1 := (hh.mul hP).trace_deriv
  have h2 := (hP.mul (meanField_deriv hG hP)).trace_deriv
  refine (h1.fun_add (h2.div_const 2)).congr_deriv ?_
  have e := hsym (P t) P'
  have c := Matrix.trace_mul_comm P' (G t (P t))
  simp only [fock, Matrix.mul_add, Matrix.add_mul, Matrix.trace_add]
  linear_combination e / 2 + c
```

Q: Does the main theorem assume self-consistency along the whole path?

A: No. `hidem` holds for all parameters near `t`, because it is differentiated; `hstat` and `hsym` are needed only at `t`. That $P$ is differentiable is assumed in `hP`, not derived from the self-consistent equations. Neither symmetry of the matrices nor invertibility of $S$ is required.

```lean
/-- Hartree-Fock gradient: let `h`, `S`, `P` and `G` be differentiable at `t`. If `PSP = P` near
`t`, the interaction is symmetric at `t` and `FPS = SPF` at `t`, then
`E' = tr(h'P) + tr(P G'(P))/2 - tr(PFP S')`. -/
theorem hartree_fock_gradient {h S P : ℝ → Matrix n n ℝ} {h' S' P' : Matrix n n ℝ}
    {G : ℝ → Matrix n n ℝ →ₗ[ℝ] Matrix n n ℝ} {G' : Matrix n n ℝ →ₗ[ℝ] Matrix n n ℝ} {t : ℝ}
    (hh : HasEntryDeriv h h' t) (hS : HasEntryDeriv S S' t) (hP : HasEntryDeriv P P' t)
    (hG : ∀ X, HasEntryDeriv (fun s => G s X) (G' X) t)
    (hsym : ∀ A B, Matrix.trace (A * G t B) = Matrix.trace (B * G t A))
    (hidem : ∀ᶠ s in 𝓝 t, P s * S s * P s = P s)
    (hstat : fock (h t) (G t) (P t) * P t * S t = S t * P t * fock (h t) (G t) (P t)) :
    HasDerivAt (fun s => energy (h s) (G s) (P s))
      (Matrix.trace (h' * P t) + Matrix.trace (P t * G' (P t)) / 2
        - Matrix.trace (P t * fock (h t) (G t) (P t) * P t * S')) t := by
  classical
  -- differentiate the idempotency condition
  have hd : P' = (P' * S t + P t * S') * P t + P t * S t * P' := by
    ext i j
    have h4 : (fun s => P s i j) =ᶠ[𝓝 t] fun s => (P s * S s * P s) i j :=
      hidem.mono fun s hs => (congrFun (congrFun hs i) j).symm
    exact (hP i j).unique ((((hP.mul hS).mul hP) i j).congr_of_eventuallyEq h4)
  -- the density response enters only through the overlap derivative
  have key : ∀ F p s d r : Matrix n n ℝ, p * s * p = p → d = (d * s + p * r) * p + p * s * d →
      F * p * s = s * p * F → Matrix.trace (F * d) = -Matrix.trace (p * F * p * r) := by
    intro F p s d r hi hd hst
    have hk : p * s * d * s * p = -(p * r * p) := by
      linear_combination (norm := noncomm_ring) -(p * s * hd * (s * p)) - p * s * d * s * hi
        - hi * (s * d * s * p) - hi * (r * p * s * p) - p * r * hi
    have a1 : F * d = F * d * (s * p) + F * (p * r * p) + F * p * s * d := by
      linear_combination (norm := noncomm_ring) F * hd
    have b1 := congrArg Matrix.trace a1
    rw [Matrix.trace_add, Matrix.trace_add] at b1
    have b2 : Matrix.trace (F * d * (s * p)) = Matrix.trace (F * p * s * d) := by
      rw [Matrix.trace_mul_comm (F * d) (s * p), ← Matrix.mul_assoc, ← hst]
    have e1 : F * p * s * d = (s * p) * (F * p * s * d) := by
      linear_combination (norm := noncomm_ring) hst * (p * s * d) - F * hi * (s * d)
    have e2 : F * p * s * d * (s * p) = -(F * (p * r * p)) := by
      linear_combination (norm := noncomm_ring) F * hk
    have b3 : Matrix.trace (F * p * s * d) = -Matrix.trace (F * (p * r * p)) := by
      rw [e1, Matrix.trace_mul_comm (s * p) (F * p * s * d), e2, Matrix.trace_neg]
    have b4 : Matrix.trace (p * F * p * r) = Matrix.trace (F * (p * r * p)) := by
      have := Matrix.trace_mul_comm p (F * p * r)
      simpa only [Matrix.mul_assoc] using this
    linarith
  refine (energy_deriv hh hP hG hsym).congr_deriv ?_
  rw [key _ _ _ _ _ hidem.self_of_nhds hd hstat]
  ring
```

In the proof, `hd` is the differentiated condition, obtained from uniqueness of derivatives. Inside `key` the letters `p`, `s`, `d`, `r` stand for $P$, $S$, $P'$, $S'$. There `hk` is $PSP'SP=-PS'P$, `b2` merges the two equal traces, `e1` inserts the extra factor $SP$, and `b3` is the resulting trace identity. `linarith` adds them up.

Q: What if the density isn't converged?

A: Then the formula can fail. Take $S=1$, $G=0$, the constant matrix $h=\begin{pmatrix}0&1\\1&0\end{pmatrix}$, and let $P(t)$ project onto $(\cos t,\sin t)$. Idempotency holds for all $t$, but $E=\sin 2t$ has slope $2$ at $t=0$, where the formula gives $0$. At that point $FPS\neq SPF$.

Q: An abstract $G$ isn't yet Hartree–Fock.

A: For closed shells it is built from two-electron integrals, `v i j k l` $=(ij|kl)$, as twice Coulomb minus exchange:

$$G(X)_{ij}=\sum_{kl}\bigl[2(ij|kl)-(il|kj)\bigr]X_{lk}.$$

Here $P$ is the density matrix of one spin; many textbooks use the letter for twice this matrix.

```lean
/-- The closed-shell mean field, twice Coulomb minus exchange, built from two-electron
integrals `v i j k l = (ij|kl)`. -/
def closedShellField (v : n → n → n → n → ℝ) : Matrix n n ℝ →ₗ[ℝ] Matrix n n ℝ where
  toFun X := Matrix.of fun i j => ∑ k, ∑ l, (2 * v i j k l - v i l k j) * X l k
  map_add' X Y := by
    ext i j
    simp only [Matrix.of_apply, Matrix.add_apply, mul_add, Finset.sum_add_distrib]
  map_smul' c X := by
    ext i j
    simp only [Matrix.of_apply, Matrix.smul_apply, smul_eq_mul, RingHom.id_apply,
      Finset.mul_sum]
    exact Finset.sum_congr rfl fun k _ => Finset.sum_congr rfl fun l _ => by ring
```

The symmetry of $G$ is now derived from $(ij|kl)=(kl|ij)$. The step `rev` reverses the order of the four summation indices, after which the Coulomb and exchange terms match separately.

```lean
/-- If `(ij|kl) = (kl|ij)`, the closed-shell field satisfies `tr(A G(B)) = tr(B G(A))`. -/
theorem closedShellField_symm {v : n → n → n → n → ℝ}
    (hv : ∀ i j k l, v i j k l = v k l i j) (A B : Matrix n n ℝ) :
    Matrix.trace (A * closedShellField v B) = Matrix.trace (B * closedShellField v A) := by
  -- reverse the order of the four summation indices
  have rev : ∀ f : n → n → n → n → ℝ,
      ∑ i, ∑ j, ∑ k, ∑ l, f i j k l = ∑ i, ∑ j, ∑ k, ∑ l, f l k j i := by
    intro f
    calc ∑ i, ∑ j, ∑ k, ∑ l, f i j k l
        = ∑ x : n × n × n × n, f x.1 x.2.1 x.2.2.1 x.2.2.2 := by
          simp only [Fintype.sum_prod_type]
      _ = ∑ x : n × n × n × n, f x.2.2.2 x.2.2.1 x.2.1 x.1 :=
          Fintype.sum_equiv ⟨fun x => (x.2.2.2, x.2.2.1, x.2.1, x.1),
            fun x => (x.2.2.2, x.2.2.1, x.2.1, x.1), fun _ => rfl, fun _ => rfl⟩ _ _
            (fun _ => rfl)
      _ = _ := by simp only [Fintype.sum_prod_type]
  simp only [Matrix.trace, Matrix.diag_apply, Matrix.mul_apply, closedShellField,
    LinearMap.coe_mk, AddHom.coe_mk, Matrix.of_apply, Finset.mul_sum]
  rw [rev]
  refine Finset.sum_congr rfl fun i _ => Finset.sum_congr rfl fun j _ =>
    Finset.sum_congr rfl fun k _ => Finset.sum_congr rfl fun l _ => ?_
  rw [hv k l j i, hv k i j l]
  ring
```

With both spins counted, the energy is $2\,\mathrm{tr}(hP)+\mathrm{tr}(P\,G(P))$, twice the earlier expression. The proof checks that this $G$ is differentiable, applies the main theorem and doubles the result.

```lean
/-- Closed-shell gradient: for integrals and a density matrix differentiable at `t`, with `PSP = P`
near `t`, `(ij|kl) = (kl|ij)` and `FPS = SPF` at `t`, the energy `2 tr(hP) + tr(P G(P))` has a
derivative containing only the derivatives of the one-electron, two-electron and overlap integrals.
-/
theorem closed_shell_gradient {h S P : ℝ → Matrix n n ℝ} {h' S' P' : Matrix n n ℝ}
    {v : ℝ → n → n → n → n → ℝ} {v' : n → n → n → n → ℝ} {t : ℝ}
    (hh : HasEntryDeriv h h' t) (hS : HasEntryDeriv S S' t) (hP : HasEntryDeriv P P' t)
    (hv : ∀ i j k l, HasDerivAt (fun s => v s i j k l) (v' i j k l) t)
    (hsym : ∀ i j k l, v t i j k l = v t k l i j)
    (hidem : ∀ᶠ s in 𝓝 t, P s * S s * P s = P s)
    (hstat : fock (h t) (closedShellField (v t)) (P t) * P t * S t
      = S t * P t * fock (h t) (closedShellField (v t)) (P t)) :
    HasDerivAt (fun s => 2 * Matrix.trace (h s * P s)
        + Matrix.trace (P s * closedShellField (v s) (P s)))
      (2 * Matrix.trace (h' * P t) + Matrix.trace (P t * closedShellField v' (P t))
        - 2 * Matrix.trace (P t * fock (h t) (closedShellField (v t)) (P t) * P t * S')) t := by
  have hG : ∀ X, HasEntryDeriv (fun s => closedShellField (v s) X) (closedShellField v' X) t := by
    intro X i j
    change HasDerivAt (fun s => ∑ k, ∑ l, (2 * v s i j k l - v s i l k j) * X l k)
      (∑ k, ∑ l, (2 * v' i j k l - v' i l k j) * X l k) t
    exact HasDerivAt.fun_sum fun k _ => HasDerivAt.fun_sum fun l _ =>
      (((hv i j k l).const_mul 2).fun_sub (hv i l k j)).mul_const (X l k)
  have main := (hartree_fock_gradient hh hS hP hG (closedShellField_symm hsym)
    hidem hstat).const_mul 2
  have hE : (fun s => 2 * Matrix.trace (h s * P s)
      + Matrix.trace (P s * closedShellField (v s) (P s)))
      = fun s => 2 * energy (h s) (closedShellField (v s)) (P s) := by
    funext s
    simp only [energy]
    ring
  rw [hE]
  exact main.congr_deriv (by ring)
```

Q: How does this appear in a calculation?

A: After convergence, with occupied orbital coefficients $C$ and orbital energies $\varepsilon$, the program forms the energy-weighted density $W=PFP=C\varepsilon C^{T}$. For each nuclear coordinate it contracts $h'$ with $2P$, the derivative two-electron integrals with products of density elements, and $S'$ with $-2W$. It adds the derivative of the nuclear repulsion, and the negative of the sum is the force. No response equations are solved for $P'$. Geometry optimisation and molecular dynamics use such forces; the theorem supplies their electronic part for a real, finite basis, one coordinate at a time.

Q: What remains between the theorem and a molecule?

A: Two things: the identification of `h`, `S` and `v` with integrals over basis functions that move with the nuclei, and a proof that the converged density changes differentiably, which is assumed here. The theorem accepts any differentiable arrays that meet its conditions.

Q: Can an interacting system meet the algebraic conditions?

A: A two-site dimer does. It has site energy $a$, coupling $b$, overlap $s$ and a repulsion $U$ between electrons on the same site.

```lean
/-- Two-electron integrals with a repulsion `U` only when all four indices coincide. -/
def onSite (U : ℝ) : Fin 2 → Fin 2 → Fin 2 → Fin 2 → ℝ :=
  fun i j k l => if i = j ∧ j = k ∧ k = l then U else 0
```

For $|s|<1$, let the occupied orbital be the normalised symmetric combination $(1,1)/\sqrt{2(1+s)}$; every entry of $P$ is then $x=1/(2(1+s))$. The mean field adds $Ux$ to both site energies, which leaves the two sites equivalent, and the conditions follow by multiplying out $2\times2$ matrices. This example concerns a single geometry and computes no derivative.

```lean
/-- A two-site dimer with overlap `s`, on-site repulsion `U` and all density entries equal to
`x`, where `2(1+s)x = 1`, has symmetric integrals and satisfies `PSP = P` and `FPS = SPF`. -/
theorem closed_shell_gradient_witness (a b U s x : ℝ) (hx : 2 * (1 + s) * x = 1) :
    (∀ i j k l, onSite U i j k l = onSite U k l i j) ∧
    !![x, x; x, x] * !![1, s; s, 1] * !![x, x; x, x] = !![x, x; x, x] ∧
    fock !![a, b; b, a] (closedShellField (onSite U)) !![x, x; x, x]
        * !![x, x; x, x] * !![1, s; s, 1]
      = !![1, s; s, 1] * !![x, x; x, x]
        * fock !![a, b; b, a] (closedShellField (onSite U)) !![x, x; x, x] := by
  refine ⟨?_, ?_, ?_⟩
  · intro i j k l
    fin_cases i <;> fin_cases j <;> fin_cases k <;> fin_cases l <;> simp [onSite]
  · have e : (x * 1 + x * s) * x + (x * s + x * 1) * x = x := by
      linear_combination x * hx
    simp only [Matrix.mul_fin_two, e]
  · -- the mean field only shifts the two equal site energies
    have hF : fock !![a, b; b, a] (closedShellField (onSite U)) !![x, x; x, x]
        = !![a + U * x, b; b, a + U * x] := by
      ext i j
      fin_cases i <;> fin_cases j <;>
        simp [fock, closedShellField, onSite, Fin.sum_univ_two, -mul_eq_mul_right_iff] <;> ring
    rw [hF]
    simp only [Matrix.mul_fin_two]
    ring_nf

end HartreeFockGradient
```

```lean
#print axioms HartreeFockGradient.hartree_fock_gradient
#print axioms HartreeFockGradient.closed_shell_gradient
```

```
'HartreeFockGradient.hartree_fock_gradient' depends on axioms: [propext, Classical.choice, Quot.sound]
'HartreeFockGradient.closed_shell_gradient' depends on axioms: [propext, Classical.choice, Quot.sound]
```
